# Concavity in the coupling of the minimum energy over product states

Suppose a product-state energy for two coupled subsystems has been minimised at three values of a coupling $g$, and the middle energy lies below the straight line joining the outer two. Then at least one of the outer runs has missed its global minimum, and the middle state, used unchanged as a trial state, has a lower energy than the run found at one or both of the outer couplings. This check rests on the concavity of the exact minimum in $g$. The result concerns mean-field energies of two distinguishable subsystems with finite bases and a Hamiltonian linear in $g$; antisymmetrised states are not treated.

## One trial state at two couplings

Let $H_0$ and $V$ be Hermitian matrices on $\mathbb{C}^m\otimes\mathbb{C}^n$, with $m,n\ge 1$, and let $g$ be real. Write $N(x)=\sum_i|x_i|^2$ for the squared norm and $\langle A\rangle_x=\sum_{i,j}\overline{x_i}A_{ij}x_j$ for the expectation of a matrix $A$. A product vector $u\otimes v$ has entries $u_iv_j$. Let $P$ be the set of product vectors with $N(x)=1$. The claim is that
$$E(g)=\min_{x\in P}\langle H_0+gV\rangle_x$$
exists for every $g$ and is concave on the whole real line.

**The minimum exists.** The squared norm factorises:
$$N(u\otimes v)=\sum_{i,j}|u_i|^2|v_j|^2=N(u)N(v).$$
If $u\otimes v$ is in $P$, then $N(u)N(v)=1$, so $N(u)>0$. Put $r=\sqrt{N(u)}$. The vectors $u/r$ and $rv$ both have norm one, and their product is still $u\otimes v$. Conversely, a product of unit vectors is in $P$. Hence $P$ is the image of two unit spheres under the continuous map $(u,v)\mapsto u\otimes v$. Each sphere is closed, bounded and nonempty, so $P$ is compact and nonempty.

The expectation is a polynomial in the real and imaginary parts of the components of $x$, hence continuous. It is real, because $\overline{\langle A\rangle_x}=\langle A^\dagger\rangle_x=\langle A\rangle_x$ for Hermitian $A$, and $H_0+gV$ is Hermitian for real $g$. A continuous real function on a nonempty compact set attains its minimum.

**The minimum is concave.** Take couplings $g,g'$ and weights $a,b\ge0$ with $a+b=1$. Let $x$ be a minimiser at $ag+bg'$. In this fixed state the energy is affine in the coupling, so
$$\begin{aligned}E(ag+bg')&=\langle H_0\rangle_x+(ag+bg')\langle V\rangle_x\\&=a\langle H_0+gV\rangle_x+b\langle H_0+g'V\rangle_x\\&\ge aE(g)+bE(g').\end{aligned}$$
The last step holds because $x$ is an admissible trial state at both ends.

**The slope cannot increase.** Now let $x$ be a minimiser at $g$. Using it as a trial state at $g'$ gives
$$E(g')\le\langle H_0\rangle_x+g'\langle V\rangle_x=E(g)+(g'-g)\langle V\rangle_x.$$
If $y$ is a minimiser at $g'$, the same argument gives $E(g)\le E(g')+(g-g')\langle V\rangle_y$. Adding the two inequalities yields $0\le(g'-g)(\langle V\rangle_x-\langle V\rangle_y)$, so for $g<g'$ we have $\langle V\rangle_y\le\langle V\rangle_x$. The minimiser may be degenerate or jump between the two couplings; the inequality still holds.

## States, expectations and the energy in Lean

The basis labels of the subsystems are finite types `m` and `n`; `ι` is the label type of a general system. Opening `ComplexOrder` makes the order on $\mathbb{C}$ available, in which $z\le w$ means that the real parts satisfy the inequality and the imaginary parts are equal.

```lean
import Mathlib

open Matrix
open scoped ComplexOrder

namespace MeanFieldConcavity

noncomputable section

variable {ι m n : Type*} [Fintype ι] [Fintype m] [Fintype n]
```

The squared norm is written out as a sum.

```lean
/-- The squared norm of a state vector: the sum of its squared amplitudes. -/
def weight (x : ι → ℂ) : ℝ := ∑ i, ‖x i‖ ^ 2
```

A composite state is a function on pairs of labels, so the entry at `p = (i, j)` is $u_iv_j$.

```lean
/-- The product vector `u ⊗ v` of a composite system. -/
def productVector (u : m → ℂ) (v : n → ℂ) : m × n → ℂ := fun p => u p.1 * v p.2
```

The set $P$ requires the whole vector to be normalised and to factorise, but does not require the factors to be normalised separately.

```lean
/-- The normalised product vectors of a composite system. -/
def unitProducts (m n : Type*) [Fintype m] [Fintype n] : Set (m × n → ℂ) :=
  {x | weight x = 1 ∧ ∃ u v, x = productVector u v}
```

The expectation conjugates the left-hand vector and takes values in $\mathbb{C}$, since the matrix is arbitrary at this point.

```lean
/-- The expectation `⟨x, A x⟩`. -/
def expectation (A : Matrix ι ι ℂ) (x : ι → ℂ) : ℂ := star x ⬝ᵥ (A *ᵥ x)
```

The coupling is a real number, converted to a complex one to multiply the matrix.

```lean
/-- The Hamiltonian `H0 + g V` with real coupling `g`. -/
def coupled (H0 V : Matrix ι ι ℂ) (g : ℝ) : Matrix ι ι ℂ := H0 + (g : ℂ) • V
```

The energy is defined as an infimum of real parts. That it is attained is proved below.

```lean
/-- The mean-field energy: the infimum of the (real part of the) expectation over
normalised product vectors. -/
def meanFieldEnergy (A : Matrix (m × n) (m × n) ℂ) : ℝ :=
  sInf ((fun x => (expectation A x).re) '' unitProducts m n)
```

A different model would take pairs of unit vectors $(u,v)$ as the states. The minimum energy would be the same and the rescaling by $r$ would not be needed for compactness, but each product vector would then be represented by many pairs, since $(e^{i\theta}u,e^{-i\theta}v)$ gives the same product vector for every real $\theta$. In both models a physical state also appears with every global phase.

## Compactness of the normalised product vectors

The factorisation of the norm is a rearrangement of a double sum.

```lean
/-- The squared norm of a product vector is the product of the squared norms. -/
theorem weight_productVector (u : m → ℂ) (v : n → ℂ) :
    weight (productVector u v) = weight u * weight v := by
  simp only [weight, productVector, norm_mul, mul_pow, Fintype.sum_prod_type,
    Finset.sum_mul_sum]
```

For the unit sphere, closedness follows from continuity of `weight`. Mathlib's norm on `ι → ℂ` is the largest modulus of a component, so boundedness reduces to $|x_i|^2\le N(x)=1$ for each $i$. A basis vector, `Pi.single i 1`, shows that the sphere is nonempty.

```lean
/-- The normalised vectors of a nonzero finite-dimensional system form a compact,
nonempty set. -/
theorem unitSphere_compact_nonempty [Nonempty ι] :
    IsCompact {x : ι → ℂ | weight x = 1} ∧ {x : ι → ℂ | weight x = 1}.Nonempty := by
  classical
  constructor
  · have hc : Continuous (fun x : ι → ℂ => weight x) := by
      unfold weight
      fun_prop
    apply Metric.isCompact_of_isClosed_isBounded (isClosed_eq hc continuous_const)
    refine (Metric.isBounded_closedBall (x := (0 : ι → ℂ)) (r := 1)).subset ?_
    intro x hx
    have hx' : weight x = 1 := hx
    rw [mem_closedBall_zero_iff, pi_norm_le_iff_of_nonneg zero_le_one]
    intro i
    -- each squared amplitude is at most the total weight
    have h : ‖x i‖ ^ 2 ≤ weight x :=
      Finset.single_le_sum (f := fun i => ‖x i‖ ^ 2) (fun j _ => by positivity)
        (Finset.mem_univ i)
    nlinarith [norm_nonneg (x i)]
  · obtain ⟨i⟩ := ‹Nonempty ι›
    refine ⟨Pi.single i 1, ?_⟩
    show weight (Pi.single i (1 : ℂ)) = 1
    unfold weight
    rw [Finset.sum_eq_single i]
    · simp
    · intro j _ hj
      simp [hj]
    · simp
```

The statement `h` in the next proof identifies $P$ with the image of two unit spheres. Its first half is the rescaling by $r$, and its second half uses the factorised norm. Compactness and nonemptiness then pass through the continuous product map.

```lean
/-- The normalised product vectors form a compact, nonempty set. -/
theorem unitProducts_compact_nonempty [Nonempty m] [Nonempty n] :
    IsCompact (unitProducts m n) ∧ (unitProducts m n).Nonempty := by
  have h : unitProducts m n =
      (fun q : (m → ℂ) × (n → ℂ) => productVector q.1 q.2) ''
        ({u | weight u = 1} ×ˢ {v | weight v = 1}) := by
    ext x
    constructor
    · rintro ⟨hx, u, v, rfl⟩
      rw [weight_productVector] at hx
      have h0 : 0 ≤ weight u := Finset.sum_nonneg fun i _ => by positivity
      have hu : 0 < weight u := by
        refine lt_of_le_of_ne h0 fun h => ?_
        rw [← h, zero_mul] at hx
        exact zero_ne_one hx
      -- move the norm of the first factor into the second
      obtain ⟨r, hr, hr2⟩ : ∃ r : ℝ, 0 < r ∧ r ^ 2 = weight u :=
        ⟨√(weight u), Real.sqrt_pos.mpr hu, Real.sq_sqrt h0⟩
      have hrc : (r : ℂ) ≠ 0 := Complex.ofReal_ne_zero.mpr hr.ne'
      refine ⟨(fun i => (r : ℂ)⁻¹ * u i, fun j => (r : ℂ) * v j), ⟨?_, ?_⟩, ?_⟩
      · show weight (fun i => (r : ℂ)⁻¹ * u i) = 1
        simp only [weight, norm_mul, mul_pow, ← Finset.mul_sum]
        rw [norm_inv, Complex.norm_real, Real.norm_eq_abs, inv_pow, sq_abs, hr2]
        exact inv_mul_cancel₀ hu.ne'
      · show weight (fun j => (r : ℂ) * v j) = 1
        simp only [weight, norm_mul, mul_pow, ← Finset.mul_sum]
        rw [Complex.norm_real, Real.norm_eq_abs, sq_abs, hr2]
        exact hx
      · funext p
        show ((r : ℂ)⁻¹ * u p.1) * ((r : ℂ) * v p.2) = u p.1 * v p.2
        field_simp
    · rintro ⟨⟨u, v⟩, ⟨hu, hv⟩, rfl⟩
      have hu' : weight u = 1 := hu
      have hv' : weight v = 1 := hv
      refine ⟨?_, u, v, rfl⟩
      show weight (productVector u v) = 1
      rw [weight_productVector, hu', hv', one_mul]
  have hc : Continuous (fun q : (m → ℂ) × (n → ℂ) => productVector q.1 q.2) := by
    refine continuous_pi fun p => ?_
    show Continuous (fun q : (m → ℂ) × (n → ℂ) => q.1 p.1 * q.2 p.2)
    fun_prop
  obtain ⟨cm, nm⟩ := unitSphere_compact_nonempty (ι := m)
  obtain ⟨cn, nn⟩ := unitSphere_compact_nonempty (ι := n)
  rw [h]
  exact ⟨(cm.prod cn).image hc, (nm.prod nn).image _⟩
```

## Affine energies and attained minima

For a fixed vector, the real part of the energy is affine in the coupling. No Hermiticity is needed for this.

```lean
/-- In a fixed state the real part of the expectation of `H0 + g V` is affine in `g`. -/
theorem expectation_coupled_re (H0 V : Matrix ι ι ℂ) (g : ℝ) (x : ι → ℂ) :
    (expectation (coupled H0 V g) x).re
      = (expectation H0 x).re + g * (expectation V x).re := by
  simp [expectation, coupled, Matrix.add_mulVec, Matrix.smul_mulVec, dotProduct_add,
    dotProduct_smul]
```

Hermiticity enters here: the expectation equals its own complex conjugate, so its imaginary part vanishes.

```lean
/-- The expectation of a Hermitian matrix is real. -/
theorem expectation_im {A : Matrix ι ι ℂ} (hA : A.IsHermitian) (x : ι → ℂ) :
    (expectation A x).im = 0 := by
  have h : star (expectation A x) = expectation A x := by
    unfold expectation
    rw [← Matrix.star_dotProduct, Matrix.star_mulVec, hA.eq, ← Matrix.dotProduct_mulVec]
  exact Complex.conj_eq_iff_im.mp h
```

The next theorem applies the extreme value theorem to the real part of the expectation. It provides a minimiser together with the variational bound for every normalised product vector, and both are used repeatedly afterwards.

```lean
/-- The real part of the expectation equals the mean-field energy at some normalised product vector,
and it is at least the mean-field energy at every one. -/
theorem exists_minimiser [Nonempty m] [Nonempty n] (A : Matrix (m × n) (m × n) ℂ) :
    (∃ x ∈ unitProducts m n, (expectation A x).re = meanFieldEnergy A) ∧
      ∀ y ∈ unitProducts m n, meanFieldEnergy A ≤ (expectation A y).re := by
  have hc : Continuous (fun x : m × n → ℂ => (expectation A x).re) := by
    unfold expectation
    simp only [dotProduct, Matrix.mulVec, Pi.star_apply]
    fun_prop
  obtain ⟨hK, hne⟩ := unitProducts_compact_nonempty (m := m) (n := n)
  obtain ⟨x, hx, hmin⟩ := hK.exists_isMinOn hne hc.continuousOn
  have hl : IsLeast ((fun x => (expectation A x).re) '' unitProducts m n)
      (expectation A x).re := by
    refine ⟨⟨x, hx, rfl⟩, ?_⟩
    rintro _ ⟨y, hy, rfl⟩
    exact hmin hy
  have hE : meanFieldEnergy A = (expectation A x).re := hl.csInf_eq
  exact ⟨⟨x, hx, hE.symm⟩, fun y hy => hE.trans_le (hmin hy)⟩
```

## Minimum and concavity

The main theorem has two parts. The first says that, for each real $g$, the number `meanFieldEnergy (coupled H0 V g)` belongs to the set of complex expectations over $P$ and is less than or equal to every member of it; this is the meaning of `IsLeast`. The second says that the energy is concave on `Set.univ`, the whole real line.

In the proof of the first part, `coupled H0 V g` is shown to be Hermitian, and the vanishing imaginary parts turn the real minimum into a minimum in the complex order. In the second part, `h1` and `h2` are the variational bounds at the two ends, multiplied by $a$ and $b$, with the intermediate minimiser as trial state. The final `linear_combination` uses $a+b=1$ to collect the two contributions of $\langle H_0\rangle_x$.

```lean
/-- For Hermitian `H0` and `V`, the mean-field energy of `H0 + g V` is the minimum of the
expectation over normalised product vectors, and it is concave in the real coupling `g`. -/
theorem meanFieldEnergy_isLeast_and_concave [Nonempty m] [Nonempty n]
    {H0 V : Matrix (m × n) (m × n) ℂ} (hH : H0.IsHermitian) (hV : V.IsHermitian) :
    (∀ g : ℝ, IsLeast (expectation (coupled H0 V g) '' unitProducts m n)
      (meanFieldEnergy (coupled H0 V g) : ℂ)) ∧
    ConcaveOn ℝ Set.univ (fun g : ℝ => meanFieldEnergy (coupled H0 V g)) := by
  constructor
  · intro g
    have hA : (coupled H0 V g).IsHermitian := by
      unfold coupled Matrix.IsHermitian
      rw [Matrix.conjTranspose_add, Matrix.conjTranspose_smul, hH.eq, hV.eq]
      simp
    obtain ⟨⟨x, hx, hE⟩, hmin⟩ := exists_minimiser (coupled H0 V g)
    refine ⟨⟨x, hx, Complex.ext ?_ ?_⟩, ?_⟩
    · rw [hE, Complex.ofReal_re]
    · rw [expectation_im hA, Complex.ofReal_im]
    · rintro _ ⟨y, hy, rfl⟩
      rw [Complex.le_def, Complex.ofReal_re, Complex.ofReal_im, expectation_im hA]
      exact ⟨hmin y hy, rfl⟩
  · refine ⟨convex_univ, fun g _ g' _ a b ha hb hab => ?_⟩
    simp only [smul_eq_mul]
    -- use the minimiser at the intermediate coupling as a trial state at both ends
    obtain ⟨⟨x, hx, hE⟩, -⟩ := exists_minimiser (coupled H0 V (a * g + b * g'))
    have h1 := mul_le_mul_of_nonneg_left ((exists_minimiser (coupled H0 V g)).2 x hx) ha
    have h2 := mul_le_mul_of_nonneg_left ((exists_minimiser (coupled H0 V g')).2 x hx) hb
    rw [expectation_coupled_re] at hE h1 h2
    rw [← hE]
    refine (add_le_add h1 h2).trans (le_of_eq ?_)
    linear_combination (expectation H0 x).re * hab
```

Without Hermiticity the first part can fail. Take $m=2$, $n=1$, $V=0$ and $H_0=\mathrm{diag}(0,i)$. The expectations over $P$ are the numbers $it$ with $0\le t\le1$. No two different ones are comparable, so there is no least element. Concavity of the infimum of real parts does not depend on Hermiticity, and in this example that infimum is zero at every coupling.

## Tangent lines and the response to the coupling

The hypotheses `hx` and `hE` say that `x` is a normalised product vector attaining the energy at `g`. The proof is the variational bound at `g'`, rewritten with the affine formula. It requires no differentiability of $E$. For Hermitian $V$ the real part appearing here is the expectation itself.

```lean
/-- For a mean-field minimiser at coupling `g`, the real part of the expectation of `V` is the slope
of a line that touches the mean-field energy at `g` and bounds it from above at every coupling. -/
theorem meanFieldEnergy_le_tangent [Nonempty m] [Nonempty n]
    (H0 V : Matrix (m × n) (m × n) ℂ) (g g' : ℝ) {x : m × n → ℂ}
    (hx : x ∈ unitProducts m n)
    (hE : (expectation (coupled H0 V g) x).re = meanFieldEnergy (coupled H0 V g)) :
    meanFieldEnergy (coupled H0 V g')
      ≤ meanFieldEnergy (coupled H0 V g) + (g' - g) * (expectation V x).re := by
  have h := (exists_minimiser (coupled H0 V g')).2 x hx
  rw [expectation_coupled_re] at h hE
  linarith
```

The last theorem applies the tangent bound in both directions and divides the sum by the positive number $g'-g$. In a scan over $g$, an expectation of $V$ that rises between two couplings therefore shows that at least one of the two states is not a global minimiser over product vectors.

```lean
/-- The real part of the expectation of `V` in mean-field minimisers does not increase when the
coupling grows, whichever minimisers are chosen. -/
theorem minimiser_expectation_antitone [Nonempty m] [Nonempty n]
    (H0 V : Matrix (m × n) (m × n) ℂ) {g g' : ℝ} (hg : g < g') {x y : m × n → ℂ}
    (hx : x ∈ unitProducts m n) (hy : y ∈ unitProducts m n)
    (hEx : (expectation (coupled H0 V g) x).re = meanFieldEnergy (coupled H0 V g))
    (hEy : (expectation (coupled H0 V g') y).re = meanFieldEnergy (coupled H0 V g')) :
    (expectation V y).re ≤ (expectation V x).re := by
  -- add the two tangent inequalities
  have h1 := meanFieldEnergy_le_tangent H0 V g g' hx hEx
  have h2 := meanFieldEnergy_le_tangent H0 V g' g hy hEy
  have h3 : (g' - g) * (expectation V y).re ≤ (g' - g) * (expectation V x).re := by
    linarith
  exact le_of_mul_le_mul_left h3 (sub_pos.mpr hg)

end

end MeanFieldConcavity
```

```lean
#print axioms MeanFieldConcavity.meanFieldEnergy_isLeast_and_concave
-- 'MeanFieldConcavity.meanFieldEnergy_isLeast_and_concave' depends on axioms: [propext, Classical.choice, Quot.sound]
#print axioms MeanFieldConcavity.minimiser_expectation_antitone
-- 'MeanFieldConcavity.minimiser_expectation_antitone' depends on axioms: [propext, Classical.choice, Quot.sound]
```
